# The virial relation in a finite basis at a local minimum of the ground energy in the scale

Let \(T\) and \(V\) be Hermitian complex \(n\times n\) matrices with \(n\ge 1\), the kinetic and potential energy in an orthonormal basis. For real \(l\), put
\[
H(l)=l^2T+lV,\qquad e(l)=\text{lowest eigenvalue of }H(l).
\]
For a unit vector \(u\), write \(\langle A\rangle=u^\dagger Au\). The powers of \(l\) are those of a non-relativistic atom with its point nucleus at the origin: replacing each orbital \(\chi(\mathbf r)\) from which the basis is built by \(l^{3/2}\chi(l\mathbf r)\), with \(l>0\), multiplies kinetic matrix elements by \(l^2\) and Coulomb ones by \(l\).

## A fixed trial vector gives the virial relation

**Claim.** If \(e\) has a local minimum at \(l=1\) and \(u\) is a unit vector with \(H(1)u=e(1)u\), then \(2\langle T\rangle+\langle V\rangle=0\).

At a degeneracy \(e\) may have a kink, so we differentiate the energy of a fixed vector instead. Let
\[
q(l)=u^\dagger H(l)u=l^2\langle T\rangle+l\langle V\rangle .
\]
All eigenvalues of \(H(l)-e(l)I\) are non-negative, so this matrix is positive semidefinite and \(q(l)\ge e(l)\). At \(l=1\) the eigenvalue equation gives \(q(1)=e(1)\). For \(l\) near 1, therefore,
\[
q(l)\ge e(l)\ge e(1)=q(1).
\]
The polynomial \(q\) has a local minimum at 1, and \(0=q'(1)=2\langle T\rangle+\langle V\rangle\).

Combining this with \(\langle T\rangle+\langle V\rangle=e(1)\) gives \(\langle T\rangle=-e(1)\) and \(\langle V\rangle=2e(1)\), the same values for every unit ground vector. Substituting \(\langle V\rangle=-2\langle T\rangle\) into \(q\) gives, for all real \(l\),
\[
e(l)\le q(l)=e(1)+\langle T\rangle(l-1)^2 .
\]

A maximum does not suffice for Hermitian matrices in general. The following example is mathematical, not an atom in a basis: a non-zero normalisable function has strictly positive kinetic energy, so a true kinetic matrix has no zero eigenvalue. Take \(T=\mathrm{diag}(1,0)\) and \(V=-T\). Then \(e(l)=\min(l^2-l,0)\) has its largest value, 0, at \(l=1\). There \(H(1)=0\), so \((1,0)\) is a ground vector, yet \(2\langle T\rangle+\langle V\rangle=2-1=1\).

In a non-relativistic, all-electron linear variational calculation on an atom with a point nucleus, using a finite basis and one common scale factor, a non-zero \(2\langle T\rangle+\langle V\rangle\) in the ground state thus shows that the scale is not at a local energy minimum.

## Matrices, energies and scaling in Lean

The type `n` labels the basis functions.

```lean
import Mathlib

open Matrix
open scoped ComplexOrder

namespace ScaledBasisVirial

noncomputable section

variable {n : Type*} [Fintype n]
```

An eigenvalue is a real number with a non-zero eigenvector.

```lean
/-- The real number `E` is an eigenvalue of the matrix `H`. -/
def IsEigenvalue (H : Matrix n n ℂ) (E : ℝ) : Prop :=
  ∃ u : n → ℂ, u ≠ 0 ∧ H *ᵥ u = (E : ℂ) • u
```

The ground energy is an infimum; that it is attained for Hermitian matrices is proved below.

```lean
/-- The ground energy of `H`: the infimum of its real eigenvalues. -/
def groundEnergy (H : Matrix n n ℂ) : ℝ := sInf {E | IsEigenvalue H E}
```

For Hermitian \(H\) the number \(u^\dagger Hu\) is already real, so taking the real part loses nothing.

```lean
/-- The real part of `u† H u`; for Hermitian `H` and a unit vector `u` this is the expectation value
of `H`. -/
def expectation (H : Matrix n n ℂ) (u : n → ℂ) : ℝ := (star u ⬝ᵥ H *ᵥ u).re
```

The scaling law enters as a definition. It is not derived from Coulomb operators on a function space, and the results concern matrices, not exact atomic eigenstates.

```lean
/-- The Hamiltonian `l² T + l V` in a basis scaled by the factor `l`. -/
def scaled (T V : Matrix n n ℂ) (l : ℝ) : Matrix n n ℂ :=
  ((l : ℂ) ^ 2) • T + (l : ℂ) • V
```

Linearity gives the formula for \(q(l)\), and real coefficients keep \(H(l)\) Hermitian.

```lean
/-- In a fixed state the energy of the scaled Hamiltonian is `l² ⟨T⟩ + l ⟨V⟩`. -/
theorem expectation_scaled (T V : Matrix n n ℂ) (l : ℝ) (u : n → ℂ) :
    expectation (scaled T V l) u = l ^ 2 * expectation T u + l * expectation V u := by
  simp only [expectation, scaled, Matrix.add_mulVec, Matrix.smul_mulVec, dotProduct_add,
    dotProduct_smul, smul_eq_mul, ← Complex.ofReal_pow, Complex.add_re, Complex.re_ofReal_mul]

omit [Fintype n] in
/-- The scaled Hamiltonian is Hermitian when `T` and `V` are. -/
theorem scaled_isHermitian {T V : Matrix n n ℂ} (hT : T.IsHermitian) (hV : V.IsHermitian)
    (l : ℝ) : (scaled T V l).IsHermitian := by
  unfold Matrix.IsHermitian
  simp [scaled, Matrix.conjTranspose_add, Matrix.conjTranspose_smul, hT.eq, hV.eq]
```

## The lowest eigenvalue and the variational principle

The spectral theorem supplies eigenvectors, so the set of eigenvalues is non-empty.

```lean
variable [DecidableEq n]

/-- Each number in the spectral decomposition of a Hermitian matrix is an eigenvalue. -/
theorem isEigenvalue_eigenvalues {H : Matrix n n ℂ} (hH : H.IsHermitian) (j : n) :
    IsEigenvalue H (hH.eigenvalues j) := by
  have hj : H *ᵥ (hH.eigenvectorBasis j).ofLp
      = hH.eigenvalues j • (hH.eigenvectorBasis j).ofLp := hH.mulVec_eigenvectorBasis j
  refine ⟨(hH.eigenvectorBasis j).ofLp, ?_, ?_⟩
  · intro h0
    apply hH.eigenvectorBasis.orthonormal.ne_zero j
    ext i
    exact congrFun h0 i
  · rw [hj]
    ext i
    simp only [Pi.smul_apply, smul_eq_mul, Complex.real_smul]
```

Eigenvalues are roots of the characteristic polynomial, hence finite in number, and a finite non-empty set contains its infimum.

```lean
/-- The ground energy of a Hermitian matrix is its lowest eigenvalue. -/
theorem groundEnergy_isLeast [Nonempty n] {H : Matrix n n ℂ} (hH : H.IsHermitian) :
    IsLeast {E | IsEigenvalue H E} (groundEnergy H) := by
  -- eigenvalues are roots of the characteristic polynomial, so there are finitely many
  have hfin : Set.Finite {E : ℝ | IsEigenvalue H E} := by
    have hroots := Polynomial.finite_setOfPred_isRoot (Matrix.charpoly_monic H).ne_zero
    refine (hroots.preimage (f := fun x : ℝ => (x : ℂ))
      Complex.ofReal_injective.injOn).subset ?_
    rintro E ⟨u, hu0, hu⟩
    show Polynomial.eval (E : ℂ) H.charpoly = 0
    rw [Matrix.eval_charpoly]
    refine Matrix.exists_mulVec_eq_zero_iff.1 ⟨u, hu0, ?_⟩
    rw [Matrix.sub_mulVec, hu]
    ext i
    simp [Matrix.scalar_apply]
  have hne : Set.Nonempty {E : ℝ | IsEigenvalue H E} :=
    ⟨_, isEigenvalue_eigenvalues hH (Classical.arbitrary n)⟩
  exact ⟨hne.csInf_mem hfin, fun E hE => csInf_le hfin.bddBelow hE⟩
```

An alternative model defines the ground energy as the infimum of \(u^\dagger Hu\) over unit vectors. The variational principle would then be almost immediate, while the work would move to showing that the infimum is an eigenvalue.

With the present definition, the proof shifts \(H\) by its ground energy. An eigenvalue of the shifted matrix plus the ground energy is an eigenvalue of \(H\), so it cannot lie below the minimum; this is `hpos`.

```lean
/-- Variational principle: the energy of any unit vector is at least the ground energy. -/
theorem groundEnergy_le_expectation [Nonempty n] {H : Matrix n n ℂ} (hH : H.IsHermitian)
    {u : n → ℂ} (hu : star u ⬝ᵥ u = 1) : groundEnergy H ≤ expectation H u := by
  have hB : (H - (groundEnergy H : ℂ) • (1 : Matrix n n ℂ)).IsHermitian := by
    refine hH.sub ?_
    unfold Matrix.IsHermitian
    simp [Matrix.conjTranspose_smul]
  -- the shifted Hamiltonian has no negative eigenvalue
  have hpos : (H - (groundEnergy H : ℂ) • (1 : Matrix n n ℂ)).PosSemidef := by
    rw [hB.posSemidef_iff_eigenvalues_nonneg]
    intro j
    show (0 : ℝ) ≤ hB.eigenvalues j
    obtain ⟨w, hw0, hw⟩ := isEigenvalue_eigenvalues hB j
    rw [Matrix.sub_mulVec, Matrix.smul_mulVec, Matrix.one_mulVec] at hw
    have hmem : IsEigenvalue H (hB.eigenvalues j + groundEnergy H) := by
      refine ⟨w, hw0, ?_⟩
      rw [Complex.ofReal_add, add_smul, ← hw, sub_add_cancel]
    have hle := (groundEnergy_isLeast hH).2 hmem
    linarith
  have h := (Complex.le_def.1 (hpos.dotProduct_mulVec_nonneg u)).1
  rw [Matrix.sub_mulVec, Matrix.smul_mulVec, Matrix.one_mulVec, dotProduct_sub,
    dotProduct_smul, hu] at h
  simp only [smul_eq_mul, mul_one, Complex.sub_re, Complex.ofReal_re, Complex.zero_re] at h
  unfold expectation
  linarith
```

## The virial relation and the energy partition

The hypothesis `hmin` is a local minimum in the non-strict sense, `hu` is normalisation, and `hground` is the eigenvalue equation at \(l=1\). Neither differentiability of \(e\) nor a simple eigenvalue is assumed. In the proof, `h1` is \(q(1)=e(1)\), `hq` is the chain of inequalities, and `hd` is the derivative of \(q\).

```lean
/-- Virial theorem in a scale-optimised basis: if the lowest eigenvalue of `l² T + l V` has a
local minimum at `l = 1`, then `2⟨T⟩ + ⟨V⟩ = 0` in every unit ground vector at `l = 1`. -/
theorem virial_of_isLocalMin [Nonempty n] {T V : Matrix n n ℂ}
    (hT : T.IsHermitian) (hV : V.IsHermitian)
    (hmin : IsLocalMin (fun l : ℝ => groundEnergy (scaled T V l)) 1)
    {u : n → ℂ} (hu : star u ⬝ᵥ u = 1)
    (hground : scaled T V 1 *ᵥ u = (groundEnergy (scaled T V 1) : ℂ) • u) :
    2 * expectation T u + expectation V u = 0 := by
  have h1 : expectation (scaled T V 1) u = groundEnergy (scaled T V 1) := by
    unfold expectation
    rw [hground, dotProduct_smul, hu, smul_eq_mul, mul_one, Complex.ofReal_re]
  -- the trial energy of the fixed vector u inherits the local minimum
  have hq : IsLocalMin (fun l : ℝ => l ^ 2 * expectation T u + l * expectation V u) 1 := by
    refine Filter.Eventually.mono hmin (fun l hl => ?_)
    show (1 : ℝ) ^ 2 * expectation T u + 1 * expectation V u
      ≤ l ^ 2 * expectation T u + l * expectation V u
    rw [← expectation_scaled, ← expectation_scaled, h1]
    exact le_trans hl (groundEnergy_le_expectation (scaled_isHermitian hT hV l) hu)
  have hd : HasDerivAt (fun l : ℝ => l ^ 2 * expectation T u + l * expectation V u)
      (2 * expectation T u + expectation V u) 1 := by
    refine HasDerivAt.congr_deriv ((((hasDerivAt_id' (1 : ℝ)).fun_pow 2).mul_const
      (expectation T u)).fun_add ((hasDerivAt_id' (1 : ℝ)).mul_const (expectation V u))) ?_
    norm_num
  exact hq.hasDerivAt_eq_zero hd
```

The next theorem adds the eigenvalue equation to the virial relation and solves for the two expectation values. The variational principle for the same \(u\) then gives the parabola.

```lean
/-- At a local minimum in the scale, every unit ground vector has `⟨T⟩ = -e(1)` and
`⟨V⟩ = 2 e(1)`, and `e(l) ≤ e(1) + ⟨T⟩ (l - 1)²` for every scale `l`. -/
theorem energy_partition_and_bound [Nonempty n] {T V : Matrix n n ℂ}
    (hT : T.IsHermitian) (hV : V.IsHermitian)
    (hmin : IsLocalMin (fun l : ℝ => groundEnergy (scaled T V l)) 1)
    {u : n → ℂ} (hu : star u ⬝ᵥ u = 1)
    (hground : scaled T V 1 *ᵥ u = (groundEnergy (scaled T V 1) : ℂ) • u) :
    expectation T u = -groundEnergy (scaled T V 1) ∧
    expectation V u = 2 * groundEnergy (scaled T V 1) ∧
    ∀ l : ℝ, groundEnergy (scaled T V l)
      ≤ groundEnergy (scaled T V 1) + expectation T u * (l - 1) ^ 2 := by
  have hvir := virial_of_isLocalMin hT hV hmin hu hground
  have h1 : expectation (scaled T V 1) u = groundEnergy (scaled T V 1) := by
    unfold expectation
    rw [hground, dotProduct_smul, hu, smul_eq_mul, mul_one, Complex.ofReal_re]
  rw [expectation_scaled] at h1
  refine ⟨by linarith, by linarith, fun l => ?_⟩
  have hle := groundEnergy_le_expectation (scaled_isHermitian hT hV l) hu
  rw [expectation_scaled] at hle
  have hVT : expectation V u = -2 * expectation T u := by linarith
  rw [hVT] at hle h1
  linarith
```

## A two-level model with a maximum

```lean
/-- The diagonal two-by-two matrix with diagonal entries 1 and 0. -/
def levelT : Matrix (Fin 2) (Fin 2) ℂ := !![1, 0; 0, 0]
```

The five parts of the statement are Hermiticity, the global maximum, normalisation, the ground-vector equation and the value 1. For the maximum, the proof uses \((0,1)\) as a trial vector: its energy is zero at every scale, so \(e(l)\le 0=e(1)\).

```lean
/-- For `T = levelT` and `V = -levelT` the ground energy is largest at `l = 1`, and the unit
ground vector `(1, 0)` has `2⟨T⟩ + ⟨V⟩ = 1`. -/
theorem virial_fails_at_maximum :
    levelT.IsHermitian ∧
    (∀ l : ℝ, groundEnergy (scaled levelT (-levelT) l)
      ≤ groundEnergy (scaled levelT (-levelT) 1)) ∧
    star ![(1 : ℂ), 0] ⬝ᵥ ![(1 : ℂ), 0] = 1 ∧
    scaled levelT (-levelT) 1 *ᵥ ![1, 0]
      = (groundEnergy (scaled levelT (-levelT) 1) : ℂ) • ![(1 : ℂ), 0] ∧
    2 * expectation levelT ![1, 0] + expectation (-levelT) ![1, 0] = 1 := by
  have hT : levelT.IsHermitian := by
    unfold Matrix.IsHermitian
    ext i j
    fin_cases i <;> fin_cases j <;> simp [levelT, Matrix.conjTranspose_apply]
  have hs : scaled levelT (-levelT) 1 = 0 := by simp [scaled]
  have h0 : groundEnergy (0 : Matrix (Fin 2) (Fin 2) ℂ) = 0 := by
    obtain ⟨w, hw0, hw⟩ :=
      (groundEnergy_isLeast (Matrix.isHermitian_zero (n := Fin 2) (α := ℂ))).1
    rw [Matrix.zero_mulVec] at hw
    rcases smul_eq_zero.1 hw.symm with h | h
    · exact_mod_cast h
    · exact absurd h hw0
  refine ⟨hT, fun l => ?_, ?_, ?_, ?_⟩
  · -- the second level has zero energy at every scale
    have hu : star ![(0 : ℂ), 1] ⬝ᵥ ![(0 : ℂ), 1] = 1 := by
      simp [dotProduct, Fin.sum_univ_two]
    have hle := groundEnergy_le_expectation (scaled_isHermitian hT hT.neg l) hu
    rw [expectation_scaled] at hle
    rw [hs, h0]
    simpa [expectation, levelT, dotProduct, Matrix.mulVec, Fin.sum_univ_two] using hle
  · simp [dotProduct, Fin.sum_univ_two]
  · rw [hs, h0]
    simp
  · simp [expectation, levelT, dotProduct, Matrix.mulVec, Fin.sum_univ_two]
    try norm_num

end

end ScaledBasisVirial
```

```lean
#print axioms ScaledBasisVirial.virial_of_isLocalMin
-- 'ScaledBasisVirial.virial_of_isLocalMin' depends on axioms: [propext, Classical.choice, Quot.sound]
#print axioms ScaledBasisVirial.energy_partition_and_bound
-- 'ScaledBasisVirial.energy_partition_and_bound' depends on axioms: [propext, Classical.choice, Quot.sound]
#print axioms ScaledBasisVirial.virial_fails_at_maximum
-- 'ScaledBasisVirial.virial_fails_at_maximum' depends on axioms: [propext, Classical.choice, Quot.sound]
```
